# Becke cell functions sum to 1 for two atoms but to 3/4 at the centre of an equilateral triangle

**Q.** A molecular integral of a function F is split into atomic parts by weights w_A(r), one for each atom A:

∫ F(r) dr = Σ_A ∫ w_A(r) F(r) dr

This holds when Σ_A w_A(r) = 1 at every point r and each w_A F is integrable; on a region where the sum differs from 1, F is miscounted. Suppose I take Becke's cell functions themselves as weights and test on a diatomic. They sum to 1 exactly, so I skip the normalization. What do I lose?

**A.** With a third atom you lose part of the integrand. At the centre of an equilateral triangle the cell functions sum to 3/4, so F is counted there with three quarters of its value, and the diatomic test cannot reveal this. It bears on atom-centred quadrature of exchange-correlation integrals, here for finitely many distinct nuclei, pointwise, and without atomic size adjustments.

**Q.** Then show me what the formal objects are. I expect nuclei in ℝ³.

**A.** Only distances enter the cell functions, so the space `E` is any metric space. Where a centroid is needed, the space `V` is a real inner product space. ℝ³ is an instance of both. The type `ι` labels the atoms.

```lean
import Mathlib

open Finset

namespace BeckePartition

noncomputable section

variable {ι E V : Type*} [MetricSpace E] [NormedAddCommGroup V] [InnerProductSpace ℝ V]
```

Let R_A be the position of nucleus A, r_A the distance from r to R_A, and R_AB the distance between R_A and R_B. The elliptical coordinate is

μ_AB(r) = (r_A − r_B) / R_AB

The type `R : ι ↪ E` is an injective map, so different atoms sit at different positions and R_AB > 0 for A ≠ B. The sign convention makes μ_AB negative on the side of A.

```lean
/-- Elliptical coordinate `μ_AB(r) = (r_A - r_B) / R_AB` of the point `r`, for nuclei at the
pairwise distinct positions `R`. -/
def mu (R : ι ↪ E) (A B : ι) (r : E) : ℝ :=
  (dist r (R A) - dist r (R B)) / dist (R A) (R B)
```

The switching function s is any real function with

s(μ) + s(−μ) = 1 for |μ| ≤ 1

```lean
/-- The switching function obeys `s(μ) + s(-μ) = 1` on `[-1, 1]`. -/
def IsComplementary (s : ℝ → ℝ) : Prop := ∀ μ, |μ| ≤ 1 → s μ + s (-μ) = 1
```

The cell function P_A, the total T and the weight w_A are

P_A(r) = ∏_{B≠A} s(μ_AB(r))

T(r) = Σ_A P_A(r)

w_A(r) = P_A(r) / T(r)

```lean
/-- Unnormalized cell function `P_A(r) = ∏_{B ≠ A} s(μ_AB(r))`. -/
def cell [Fintype ι] [DecidableEq ι] (R : ι ↪ E) (s : ℝ → ℝ) (A : ι) (r : E) : ℝ :=
  ∏ B ∈ univ.erase A, s (mu R A B r)

/-- Sum of the unnormalized cell functions of all atoms. -/
def total [Fintype ι] [DecidableEq ι] (R : ι ↪ E) (s : ℝ → ℝ) (r : E) : ℝ :=
  ∑ A, cell R s A r

/-- Normalized weight `w_A(r) = P_A(r) / ∑_B P_B(r)`. -/
def weight [Fintype ι] [DecidableEq ι] (R : ι ↪ E) (s : ℝ → ℝ) (A : ι) (r : E) : ℝ :=
  cell R s A r / total R s r
```

Three atoms carry the labels 0, 1, 2, and their centroid is c = (R₀ + R₁ + R₂)/3.

```lean
/-- Centroid of three nuclei. -/
def centre (R : Fin 3 ↪ V) : V := (1 / 3 : ℝ) • (R 0 + R 1 + R 2)
```

**Q.** That condition on s is very weak. The constant s = 1/2 obeys it and switches nothing.

**A.** It does, and the theorems hold for it too. A weak hypothesis makes the value 3/4 apply to every complementary s, smooth or not, steep or flat. Becke's function is defined separately, with p^k the k-fold iterate of a polynomial p, written `beckePoly^[k]`:

p(x) = 3x/2 − x³/2

s_k(μ) = (1 − p^k(μ)) / 2

```lean
/-- Becke's smoothing polynomial `p(x) = 3x/2 - x³/2`. -/
def beckePoly (x : ℝ) : ℝ := 3 / 2 * x - 1 / 2 * x ^ 3

/-- Becke's switching function `(1 - p(p(...p(μ))))/2` with `k` iterations of `p`. -/
def beckeStep (k : ℕ) (μ : ℝ) : ℝ := (1 - beckePoly^[k] μ) / 2
```

A concrete geometry is defined as well: nuclei at (1,0,0), (0,1,0), (0,0,1) in Euclidean ℝ³. The short proof inside the definition shows that the three points differ, by comparing coordinate i of nuclei i and j.

```lean
/-- Three nuclei at the tips of the Cartesian unit vectors. -/
def cornerTriangle : Fin 3 ↪ EuclideanSpace ℝ (Fin 3) :=
  ⟨fun i => WithLp.toLp 2 (fun k => if k = i then 1 else 0), by
    intro i j h
    by_contra hij
    have := congrArg (fun x : EuclideanSpace ℝ (Fin 3) => x.ofLp i) h
    simp [hij] at this⟩
```

**Q.** The condition on s is only imposed on [−1, 1]. Can μ leave that interval?

**A.** Not for A ≠ B. The triangle inequality gives |r_A − r_B| ≤ R_AB, hence |μ_AB| ≤ 1. Exchanging A and B flips the numerator and keeps the denominator, so μ_BA = −μ_AB. At r = R_A one has r_A = 0 and r_B = R_AB, so μ_AB = −1. In `mu_properties` the step `hd` gets R_AB > 0 from injectivity, `div_le_one` clears the denominator, and `abs_dist_sub_le` is the triangle inequality in the form above.

```lean
/-- For two different atoms `μ` changes sign when they are exchanged, lies in `[-1, 1]`,
and equals `-1` at nucleus `A`. -/
theorem mu_properties (R : ι ↪ E) {A B : ι} (hAB : A ≠ B) :
    (∀ r, mu R B A r = -mu R A B r ∧ |mu R A B r| ≤ 1) ∧ mu R A B (R A) = -1 := by
  have hd : 0 < dist (R A) (R B) := dist_pos.2 (fun h => hAB (R.injective h))
  refine ⟨fun r => ⟨?_, ?_⟩, ?_⟩
  · unfold mu
    rw [dist_comm (R B) (R A)]
    ring
  · -- triangle inequality
    unfold mu
    rw [abs_div, abs_of_pos hd, div_le_one hd, dist_comm r (R A), dist_comm r (R B)]
    exact abs_dist_sub_le _ _ _
  · unfold mu
    rw [dist_self, zero_sub, neg_div, div_self hd.ne']
```

**Q.** And the diatomic?

**A.** With atoms 0 and 1 each product has one factor:

T(r) = s(μ₀₁) + s(μ₁₀) = s(μ₀₁) + s(−μ₀₁) = 1

The theorem states this for every point r of any metric space. In the proof `h0` and `h1` say that removing one atom from two leaves the other, `hswap` is the antisymmetry, and `habs` allows the hypothesis on s to be applied.

```lean
/-- For two atoms the unnormalized cell functions sum to 1 at every point. -/
theorem total_two_atoms (R : Fin 2 ↪ E) {s : ℝ → ℝ} (hs : IsComplementary s) (r : E) :
    total R s r = 1 := by
  have h0 : (univ : Finset (Fin 2)).erase 0 = {1} := by decide
  have h1 : (univ : Finset (Fin 2)).erase 1 = {0} := by decide
  obtain ⟨hswap, habs⟩ := (mu_properties R (show (0 : Fin 2) ≠ 1 by decide)).1 r
  simp only [total, cell, Fin.sum_univ_two, h0, h1, prod_singleton]
  rw [hswap]
  exact hs _ habs
```

**Q.** Where does that argument fail for more atoms?

**A.** Take n + 1 atoms and a point r at the same distance d from all of them. Every numerator r_A − r_B vanishes, so every μ_AB is 0. The condition at μ = 0 reads 2 s(0) = 1, so s(0) = 1/2. Each cell function has n factors and there are n + 1 cells:

P_A = 1/2ⁿ

T = (n + 1)/2ⁿ

w_A = (1/2ⁿ) / ((n + 1)/2ⁿ) = 1/(n + 1)

For n = 0 the product is empty and P, T and w all equal 1. For n = 1 the total is 2/2 = 1, in agreement with the diatomic. The steps `h0`, `hm`, `hc`, `ht` are s(0) = 1/2, the value of each factor, the product and the sum.

```lean
/-- At a point equidistant from `n + 1` atoms each cell function is `1/2ⁿ`, their sum is
`(n+1)/2ⁿ`, and each normalized weight is `1/(n+1)`. -/
theorem at_equidistant_point {n : ℕ} (R : Fin (n + 1) ↪ E) {s : ℝ → ℝ}
    (hs : IsComplementary s) {r : E} {d : ℝ} (hr : ∀ A, dist r (R A) = d) :
    (∀ A, cell R s A r = 1 / 2 ^ n) ∧ total R s r = (n + 1) / 2 ^ n ∧
      ∀ A, weight R s A r = 1 / (n + 1) := by
  -- the symmetry forces s(0) = 1/2, and all μ vanish
  have h0 : s 0 = 1 / 2 := by
    have := hs 0 (by simp)
    rw [neg_zero] at this
    linarith
  have hm : ∀ A B, s (mu R A B r) = 1 / 2 := by
    intro A B
    rw [mu, hr A, hr B, sub_self, zero_div, h0]
  have hc : ∀ A, cell R s A r = 1 / 2 ^ n := by
    intro A
    simp only [cell, hm]
    rw [prod_const, card_erase_of_mem (mem_univ _), card_univ, Fintype.card_fin,
      Nat.add_sub_cancel, div_pow, one_pow]
  have ht : total R s r = (n + 1) / 2 ^ n := by
    simp only [total, hc]
    rw [sum_const, card_univ, Fintype.card_fin, nsmul_eq_mul]
    push_cast
    ring
  refine ⟨hc, ht, fun A => ?_⟩
  have hn : (n : ℝ) + 1 ≠ 0 := by positivity
  rw [weight, hc, ht]
  field_simp
```

**Q.** The exponent n decides everything. How does Lean know that the product has n factors and not n + 1?

**A.** Through `univ.erase A`, the finite set of all atoms with A removed, which is how "B ≠ A" enters `cell`. Two facts about it are used. The first is its size. Once every factor equals 1/2, `prod_const` turns the product into 1/2 raised to the number of elements, `card_erase_of_mem` says that erasing a member lowers that number by one, and `Nat.add_sub_cancel` reduces n + 1 − 1 to n. The second is membership: `ne_of_mem_erase` extracts B ≠ A from B lying in the erased set, which is the hypothesis that `mu_properties` needs when |μ_AB| ≤ 1 is wanted for every factor.

For n ≥ 2 the total is below 1 because n + 1 < 2ⁿ. With n = m + 2 the induction starts at 3 < 4, and in each step the left side grows by one while the right side doubles. That is `key` below.

```lean
/-- At a point equidistant from three or more atoms the unnormalized cell functions sum to
less than 1. -/
theorem total_lt_one_of_equidistant {n : ℕ} (hn : 2 ≤ n) (R : Fin (n + 1) ↪ E) {s : ℝ → ℝ}
    (hs : IsComplementary s) {r : E} {d : ℝ} (hr : ∀ A, dist r (R A) = d) :
    total R s r < 1 := by
  have key : ∀ m : ℕ, m + 2 + 1 < 2 ^ (m + 2) := by
    intro m
    induction m with
    | zero => norm_num
    | succ m ih =>
      have : 2 ^ (m + 1 + 2) = 2 ^ (m + 2) * 2 := by ring
      omega
  have hk : n + 1 < 2 ^ n := by
    obtain ⟨m, hm⟩ : ∃ m, n = m + 2 := ⟨n - 2, by omega⟩
    rw [hm]
    exact key m
  rw [(at_equidistant_point R hs hr).2.1, div_lt_one (by positivity)]
  exact_mod_cast hk
```

**Q.** These two theorems assume an equidistant point. In ℝ³ a molecule of five or more atoms generally has none, and neither do three atoms on a line.

**A.** Correct, `hr` is a hypothesis. Three atoms not on a line, or four not in a plane, do have such a point in ℝ³, the centre of the circle or sphere through them, but that general fact is not proved here. For the equilateral triangle of side a it is derived. Put u = R₁ − R₀ and v = R₂ − R₀, so |u| = |v| = a and u − v = R₁ − R₂ has length a too. For real α, β,

|αu + βv|² = α²|u|² + 2αβ u·v + β²|v|²

With α = 1, β = −1 this gives a² = 2a² − 2 u·v, so u·v = a²/2. Then

c − R₀ = (u + v)/3, |c − R₀|² = (a² + a² + a²)/9 = a²/3

c − R₁ = (−2u + v)/3, |c − R₁|² = (4a² − 2a² + a²)/9 = a²/3

c − R₂ = (u − 2v)/3, |c − R₂|² = (a² − 2a² + 4a²)/9 = a²/3

In Lean `key` is the expansion, `huv` fixes u·v, `module` verifies the vector identities `e0`, `e1`, `e2`, and `linarith` inserts u·v.

```lean
/-- The centroid of an equilateral triangle of side `a` is at squared distance `a²/3` from
each corner. -/
theorem centre_dist_sq (R : Fin 3 ↪ V) {a : ℝ} (h01 : dist (R 0) (R 1) = a)
    (h02 : dist (R 0) (R 2) = a) (h12 : dist (R 1) (R 2) = a) (A : Fin 3) :
    dist (centre R) (R A) ^ 2 = a ^ 2 / 3 := by
  have key : ∀ (α β : ℝ) (u v : V), ‖α • u + β • v‖ ^ 2
      = α ^ 2 * ‖u‖ ^ 2 + 2 * α * β * inner ℝ u v + β ^ 2 * ‖v‖ ^ 2 := by
    intro α β u v
    simp only [norm_add_sq_real, norm_smul, real_inner_smul_left, real_inner_smul_right,
      mul_pow, Real.norm_eq_abs, sq_abs]
    ring
  have hu : ‖R 1 - R 0‖ = a := by rw [← dist_eq_norm, dist_comm]; exact h01
  have hv : ‖R 2 - R 0‖ = a := by rw [← dist_eq_norm, dist_comm]; exact h02
  have hw : ‖R 1 - R 2‖ = a := by rw [← dist_eq_norm]; exact h12
  -- the third side fixes the inner product of the two edge vectors
  have huv := key 1 (-1) (R 1 - R 0) (R 2 - R 0)
  have e : (1 : ℝ) • (R 1 - R 0) + (-1 : ℝ) • (R 2 - R 0) = R 1 - R 2 := by module
  rw [e, hw, hu, hv] at huv
  have c0 : dist (centre R) (R 0) ^ 2 = a ^ 2 / 3 := by
    have e0 : centre R - R 0 = (1 / 3 : ℝ) • (R 1 - R 0) + (1 / 3 : ℝ) • (R 2 - R 0) := by
      unfold centre; module
    rw [dist_eq_norm, e0, key, hu, hv]
    linarith
  have c1 : dist (centre R) (R 1) ^ 2 = a ^ 2 / 3 := by
    have e1 : centre R - R 1 = (-2 / 3 : ℝ) • (R 1 - R 0) + (1 / 3 : ℝ) • (R 2 - R 0) := by
      unfold centre; module
    rw [dist_eq_norm, e1, key, hu, hv]
    linarith
  have c2 : dist (centre R) (R 2) ^ 2 = a ^ 2 / 3 := by
    have e2 : centre R - R 2 = (1 / 3 : ℝ) • (R 1 - R 0) + (-2 / 3 : ℝ) • (R 2 - R 0) := by
      unfold centre; module
    rw [dist_eq_norm, e2, key, hu, hv]
    linarith
  fin_cases A
  exacts [c0, c1, c2]
```

Distances are nonnegative, so all three equal √(a²/3), which is `hr` below, and the equidistant result applies with n = 2. In words: for three distinct nuclei in a real inner product space with equal mutual distances, and any complementary s, at the centroid

P_A = 1/4, T = 3/4, w_A = 1/3

```lean
/-- For three atoms at the corners of an equilateral triangle, at the centroid each cell
function is `1/4`, their sum is `3/4`, and each normalized weight is `1/3`. -/
theorem total_equilateral_centre (R : Fin 3 ↪ V) {a : ℝ} (h01 : dist (R 0) (R 1) = a)
    (h02 : dist (R 0) (R 2) = a) (h12 : dist (R 1) (R 2) = a) {s : ℝ → ℝ}
    (hs : IsComplementary s) :
    (∀ A, cell R s A (centre R) = 1 / 4) ∧ total R s (centre R) = 3 / 4 ∧
      ∀ A, weight R s A (centre R) = 1 / 3 := by
  have hr : ∀ A, dist (centre R) (R A) = Real.sqrt (a ^ 2 / 3) := fun A => by
    rw [← centre_dist_sq R h01 h02 h12 A, Real.sqrt_sq dist_nonneg]
  obtain ⟨h1, h2, h3⟩ := at_equidistant_point (n := 2) R hs hr
  exact ⟨fun A => (h1 A).trans (by norm_num), h2.trans (by norm_num),
    fun A => (h3 A).trans (by norm_num)⟩
```

**Q.** So one divides by T. What if T vanishes somewhere?

**A.** Lean sets x/0 = 0, so the weights would then sum to 0, and T ≠ 0 has to be proved; the theorem below shows T > 0. Assume s ≥ 0 on [−1, 1] and s > 0 on [−1, 0], with at least one atom. All factors are nonnegative, so every P_A ≥ 0. Let A be an atom nearest to r. Then r_A ≤ r_B, so μ_AB lies in [−1, 0] for all B ≠ A, every factor is positive, and P_A > 0. Hence T > 0, each weight is nonnegative, and

Σ_A w_A = (Σ_A P_A)/T = 1

The nearest atom comes from `exists_min_image`, `sum_pos'` gives T > 0 from nonnegative terms with one positive, and `sum_div` pulls out the denominator. Complementarity is not used in this theorem.

```lean
/-- If `s ≥ 0` on `[-1, 1]` and `s > 0` on `[-1, 0]`, then at every point the sum of the cell
functions is positive and the normalized weights are nonnegative and sum to 1. -/
theorem weights_partition_unity [Fintype ι] [DecidableEq ι] [Nonempty ι] (R : ι ↪ E)
    {s : ℝ → ℝ} (h0 : ∀ μ, |μ| ≤ 1 → 0 ≤ s μ) (hp : ∀ μ, |μ| ≤ 1 → μ ≤ 0 → 0 < s μ) (r : E) :
    0 < total R s r ∧ (∀ A, 0 ≤ weight R s A r) ∧ ∑ A, weight R s A r = 1 := by
  have hn : ∀ A, 0 ≤ cell R s A r := fun A => prod_nonneg fun B hB =>
    h0 _ ((mu_properties R (ne_of_mem_erase hB).symm).1 r).2
  -- the nearest atom has all μ ≤ 0, hence a positive cell function
  obtain ⟨A, -, hA⟩ := exists_min_image univ (fun A => dist r (R A)) univ_nonempty
  have hpos : 0 < cell R s A r := prod_pos fun B hB =>
    hp _ ((mu_properties R (ne_of_mem_erase hB).symm).1 r).2
      (div_nonpos_iff.2 (Or.inr ⟨sub_nonpos.2 (hA B (mem_univ _)), dist_nonneg⟩))
  have ht : 0 < total R s r := sum_pos' (fun B _ => hn B) ⟨A, mem_univ _, hpos⟩
  refine ⟨ht, fun B => div_nonneg (hn B) ht.le, ?_⟩
  simp only [weight]
  rw [← sum_div]
  exact div_self ht.ne'
```

**Q.** Does Becke's s_k meet all three conditions?

**A.** For every k, including k = 0, where s₀(μ) = (1 − μ)/2. The polynomial p is odd, and for |y| ≤ 1

1 + p(y) = (y + 1)²(2 − y)/2 ≥ 0

1 − p(y) = (y − 1)²(y + 2)/2 ≥ 0

−p(y) = (−y)(3 − y²)/2 ≥ 0 when y ≤ 0

By induction p^k is odd on [−1, 1], maps it into itself, and keeps nonpositive arguments nonpositive. Oddness gives s_k(μ) + s_k(−μ) = 1, the bound p^k ≤ 1 gives s_k ≥ 0, and p^k(μ) ≤ 0 gives s_k(μ) ≥ 1/2 > 0. The three products are the hints passed to `nlinarith`, after `generalize` has renamed p^k(x) as y.

```lean
/-- Becke's switching function obeys `s(μ) + s(-μ) = 1` and `s ≥ 0` on `[-1, 1]`, and
`s > 0` on `[-1, 0]`. -/
theorem beckeStep_witness (k : ℕ) :
    IsComplementary (beckeStep k) ∧ (∀ μ, |μ| ≤ 1 → 0 ≤ beckeStep k μ) ∧
      ∀ μ, |μ| ≤ 1 → μ ≤ 0 → 0 < beckeStep k μ := by
  have h : ∀ x, |x| ≤ 1 → beckePoly^[k] (-x) = -beckePoly^[k] x ∧ |beckePoly^[k] x| ≤ 1 ∧
      (x ≤ 0 → beckePoly^[k] x ≤ 0) := by
    intro x hx
    induction k with
    | zero => exact ⟨rfl, hx, id⟩
    | succ k ih =>
      obtain ⟨i1, i2, i3⟩ := ih
      rw [Function.iterate_succ_apply', Function.iterate_succ_apply', i1]
      generalize beckePoly^[k] x = y at i2 i3 ⊢
      obtain ⟨l, u⟩ := abs_le.1 i2
      unfold beckePoly
      refine ⟨by ring, abs_le.2 ⟨?_, ?_⟩, fun hx0 => ?_⟩
      · nlinarith [mul_nonneg (sq_nonneg (y + 1)) (by linarith : 0 ≤ 2 - y)]
      · nlinarith [mul_nonneg (sq_nonneg (y - 1)) (by linarith : 0 ≤ y + 2)]
      · have hy := i3 hx0
        nlinarith [mul_nonneg (by linarith : 0 ≤ -y) (by nlinarith : 0 ≤ 3 - y ^ 2)]
  refine ⟨fun μ hμ => ?_, fun μ hμ => ?_, fun μ hμ h0 => ?_⟩ <;> unfold beckeStep
  · rw [(h μ hμ).1]
    ring
  · linarith [(abs_le.1 (h μ hμ).2.1).2]
  · linarith [(h μ hμ).2.2 h0]
```

For the unit-vector triangle each pair differs by ±1 in two coordinates, so each side is √2, and the total at the centroid is 3/4 for every k.

```lean
/-- The tips of the Cartesian unit vectors form an equilateral triangle of side `√2`, and with
Becke's switching function the cell functions sum to `3/4` at its centroid. -/
theorem cornerTriangle_witness (k : ℕ) :
    dist (cornerTriangle 0) (cornerTriangle 1) = Real.sqrt 2 ∧
      dist (cornerTriangle 0) (cornerTriangle 2) = Real.sqrt 2 ∧
      dist (cornerTriangle 1) (cornerTriangle 2) = Real.sqrt 2 ∧
      total cornerTriangle (beckeStep k) (centre cornerTriangle) = 3 / 4 := by
  have hc : ∀ i j, (cornerTriangle i).ofLp j = if j = i then 1 else 0 := fun _ _ => rfl
  have hd : ∀ A B, A ≠ B → dist (cornerTriangle A) (cornerTriangle B) = Real.sqrt 2 := by
    intro A B hAB
    rw [EuclideanSpace.dist_eq]
    refine congrArg Real.sqrt ?_
    simp only [hc, Fin.sum_univ_three]
    fin_cases A <;> fin_cases B <;> first | exact absurd rfl hAB | (simp; norm_num)
  have h01 := hd 0 1 (by decide)
  have h02 := hd 0 2 (by decide)
  have h12 := hd 1 2 (by decide)
  exact ⟨h01, h02, h12,
    (total_equilateral_centre cornerTriangle h01 h02 h12 (beckeStep_witness k).1).2.1⟩

end

end BeckePartition
```

```lean
#print axioms BeckePartition.total_two_atoms
#print axioms BeckePartition.total_lt_one_of_equidistant
#print axioms BeckePartition.total_equilateral_centre
#print axioms BeckePartition.weights_partition_unity
```

```
'BeckePartition.total_two_atoms' depends on axioms: [propext, Classical.choice, Quot.sound]
'BeckePartition.total_lt_one_of_equidistant' depends on axioms: [propext, Classical.choice, Quot.sound]
'BeckePartition.total_equilateral_centre' depends on axioms: [propext, Classical.choice, Quot.sound]
'BeckePartition.weights_partition_unity' depends on axioms: [propext, Classical.choice, Quot.sound]
```

**Q.** Give me numbers I can check.

**A.** In that triangle c = (1/3, 1/3, 1/3) and c − R₀ = (−2/3, 1/3, 1/3), with squared length 4/9 + 1/9 + 1/9 = 2/3, which is a²/3 for a² = 2. Each cell function is (1/2)(1/2) = 1/4.

Now take atoms 0, 1, 2 at positions 0, 1, 2 on a line, the point r = 1/2 and k = 1. The distances are r₀ = 1/2, r₁ = 1/2, r₂ = 3/2, so

μ₀₁ = 0, μ₀₂ = −1/2, μ₁₂ = −1

From p(1/2) = 11/16 and p(1) = 1 follow s₁(−1/2) = 27/32, s₁(1/2) = 5/32, s₁(−1) = 1 and s₁(1) = 0. Then

P₀ = (1/2)(27/32) = 27/64

P₁ = (1/2)(1) = 32/64

P₂ = (5/32)(0) = 0

The total is 59/64 and the weights are 27/59, 32/59 and 0. The value 59/64 is pencil arithmetic, since the theorems evaluate T only for two atoms and at equidistant points.

**Q.** What of Becke's scheme is absent from these statements?

**A.** The statements are pointwise. They contain no integral, no radial or angular grid and no error estimate, and smoothness of the weights is not addressed. The atoms are finitely many and enter through μ_AB alone, with no size adjustment of the cell boundaries. The end values s(−1) = 1 and s(1) = 0 are never assumed, so for two or more atoms nothing here says that w_A equals 1 at nucleus A.
